# At a Stationary Point, an Imaginary-Frequency Mode Lowers the Energy and Grows without Bound in the Harmonic Approximation

Take one particle of mass m on the line, with energy E(x) = −½κx² and κ > 0. The origin is stationary, and any displacement from it lowers the energy. Newton's equation for the displacement u is m u″ = κu. With k² = κ/m, a particle released from rest at u = a follows a cosh(kt), which grows without bound if a ≠ 0. The sign of the curvature decides both facts.

## From one coordinate to n coordinates

Let E be a twice continuously differentiable energy on ℝⁿ with zero gradient at x₀. Let Φ be its Hessian there, mᵢ > 0 the masses and M their diagonal matrix. The dynamical matrix D has entries

Dᵢⱼ = Φᵢⱼ / (√mᵢ √mⱼ).

Suppose De = μe with e ≠ 0, and set wᵢ = eᵢ/√mᵢ, the Cartesian displacement pattern. Row i of the eigenvalue equation reads (Φw)ᵢ/√mᵢ = μeᵢ. Since √mᵢ eᵢ = mᵢwᵢ,

Φw = μMw, and w·Φw = μ Σᵢ mᵢwᵢ² = μ e·e.

**Energy.** Let g(t) = E(x₀ + tw). Then g′(0) = 0 and g″(0) = w·Φw = μ e·e, which is negative if μ < 0. Put c = −μ e·e/4 > 0 and h(t) = −g(t) − ct². Now h′(0) = 0 and h″(0) = −μ e·e − 2c = −μ e·e/2 > 0, so h has a local minimum at 0. For small t this says

E(x₀ + tw) ≤ E(x₀) − ct²,

which is strictly below E(x₀) when t ≠ 0. Hence a local minimum of E admits no negative μ.

**Motion.** Let μ = −k² with k > 0, let t now be time, and let u(t) = a cosh(kt) w with a ≠ 0. Then u″ = k²u, so

M u″ = a k² cosh(kt) Mw = −a cosh(kt) Φw = −Φu.

For every t, cosh(kt) ≥ exp(kt)/2 ≥ (1 + kt)/2 ≥ kt/2. Therefore ‖u(t)‖ ≥ |a| ‖w‖ kt/2, and this tends to infinity with t because w ≠ 0.

In a phonon calculation, the eigenvalue μ is the squared angular frequency ω², so a mode with μ = −k² is said to have an imaginary frequency. For a finite set of classical nuclear coordinates with a smooth energy, such a mode of the exact Hessian at a stationary structure shows that the structure is not a local minimum. A computed imaginary frequency can also be an artefact of numerical error or incomplete relaxation.

## Masses, modes and harmonic motion in Lean

The finite type `ι` labels Cartesian coordinates, so an atom in space uses three labels, with equal masses.

```lean
import Mathlib

open Matrix Filter Topology

namespace DynamicalMatrixInstability

noncomputable section

variable {ι : Type*} [Fintype ι]
```

The matrix D and the pattern w are defined entry by entry.

```lean
/-- The dynamical matrix: force constants divided by the square roots of the two masses. -/
def dynamicalMatrix (m : ι → ℝ) (Φ : Matrix ι ι ℝ) : Matrix ι ι ℝ :=
  Matrix.of fun i j => Φ i j / (√(m i) * √(m j))

/-- The Cartesian displacement pattern belonging to a mass-weighted vector `e`. -/
def displacement (m e : ι → ℝ) : ι → ℝ := fun i => e i / √(m i)
```

The equation of motion concerns the displacement u from x₀, not the position. The definition asks for a velocity and an acceleration that are true derivatives at every time.

```lean
/-- The trajectory `u` obeys the harmonic equation of motion `M u'' = -Φ u` at all times. -/
def IsHarmonicMotion (m : ι → ℝ) (Φ : Matrix ι ι ℝ) (u : ℝ → ι → ℝ) : Prop :=
  ∃ v acc : ℝ → ι → ℝ, (∀ t, HasDerivAt u (v t) t) ∧ (∀ t, HasDerivAt v (acc t) t) ∧
    ∀ t i, m i * acc t i = -(Φ *ᵥ u t) i
```

The next theorem is Φw = μMw. Its `key` step pulls 1/√mᵢ out of the row sum.

```lean
/-- An eigenvector of the dynamical matrix gives a displacement `w` with `Φ w = μ M w`. -/
theorem forceConstants_mulVec_displacement {m e : ι → ℝ} {Φ : Matrix ι ι ℝ} {μ : ℝ}
    (hm : ∀ i, 0 < m i) (hD : dynamicalMatrix m Φ *ᵥ e = μ • e) (i : ι) :
    (Φ *ᵥ displacement m e) i = μ * (m i * displacement m e i) := by
  have hs : 0 < √(m i) := Real.sqrt_pos.mpr (hm i)
  have hsq : √(m i) * √(m i) = m i := Real.mul_self_sqrt (hm i).le
  have key : (dynamicalMatrix m Φ *ᵥ e) i = (Φ *ᵥ displacement m e) i / √(m i) := by
    simp only [Matrix.mulVec, dotProduct, dynamicalMatrix, Matrix.of_apply, displacement]
    rw [Finset.sum_div]
    refine Finset.sum_congr rfl fun j _ => ?_
    ring
  have h := congrFun hD i
  rw [key, div_eq_iff hs.ne'] at h
  have hw : m i * (e i / √(m i)) = e i * √(m i) := by
    rw [mul_div_assoc', div_eq_iff hs.ne']
    linear_combination (-(e i)) * hsq
  rw [h]
  simp only [displacement, Pi.smul_apply, smul_eq_mul]
  rw [hw]
  ring
```

Multiplying by wᵢ and summing gives the curvature along the mode.

```lean
/-- The harmonic form `w · Φ w` along a mode equals the eigenvalue times `e · e`. -/
theorem mode_curvature {m e : ι → ℝ} {Φ : Matrix ι ι ℝ} {μ : ℝ}
    (hm : ∀ i, 0 < m i) (hD : dynamicalMatrix m Φ *ᵥ e = μ • e) :
    displacement m e ⬝ᵥ (Φ *ᵥ displacement m e) = μ * (e ⬝ᵥ e) := by
  simp only [dotProduct]
  rw [Finset.mul_sum]
  refine Finset.sum_congr rfl fun i _ => ?_
  rw [forceConstants_mulVec_displacement hm hD i]
  have hne := (hm i).ne'
  have hd : m i * (displacement m e i) ^ 2 = e i ^ 2 := by
    simp only [displacement]
    rw [div_pow, Real.sq_sqrt (hm i).le]
    field_simp
  linear_combination μ * hd
```

For the runaway motion, the proof supplies the sinh velocity and the cosh acceleration, then uses Φw = μMw. The second half is the linear lower bound on cosh. The norm is the largest absolute component; in finite dimension any other norm would diverge too.

```lean
/-- For an eigenvalue `-k²` and any nonzero amplitude `a`, the motion `a cosh(kt) w` solves the
harmonic equation of motion and its size tends to infinity. -/
theorem runaway_motion {m e : ι → ℝ} {Φ : Matrix ι ι ℝ} {k a : ℝ}
    (hm : ∀ i, 0 < m i) (he : e ≠ 0) (hk : 0 < k) (ha : a ≠ 0)
    (hD : dynamicalMatrix m Φ *ᵥ e = (-k ^ 2) • e) :
    IsHarmonicMotion m Φ (fun t => (a * Real.cosh (k * t)) • displacement m e) ∧
    Tendsto (fun t => ‖(a * Real.cosh (k * t)) • displacement m e‖) atTop atTop := by
  have hl : ∀ t : ℝ, HasDerivAt (fun s : ℝ => k * s) k t := fun t =>
    ((hasDerivAt_id' t).const_mul k).congr_deriv (mul_one k)
  constructor
  · refine ⟨fun t => (a * k * Real.sinh (k * t)) • displacement m e,
      fun t => (a * k ^ 2 * Real.cosh (k * t)) • displacement m e,
      fun t => ?_, fun t => ?_, fun t i => ?_⟩
    · refine (((hl t).cosh.const_mul a).smul_const (displacement m e)).congr_deriv ?_
      ext i
      simp only [Pi.smul_apply, smul_eq_mul]
      ring
    · refine (((hl t).sinh.const_mul (a * k)).smul_const (displacement m e)).congr_deriv ?_
      ext i
      simp only [Pi.smul_apply, smul_eq_mul]
      ring
    · have hf := forceConstants_mulVec_displacement hm hD i
      simp only [Matrix.mulVec_smul, Pi.smul_apply, smul_eq_mul, hf]
      ring
  · have hw : displacement m e ≠ 0 := fun h => he <| funext fun i =>
      (div_eq_zero_iff.mp (congrFun h i)).resolve_right (Real.sqrt_pos.mpr (hm i)).ne'
    have hpos : 0 < |a| * ‖displacement m e‖ * (k / 2) :=
      mul_pos (mul_pos (abs_pos.mpr ha) (norm_pos_iff.mpr hw)) (half_pos hk)
    -- the hyperbolic cosine dominates a growing linear function
    refine tendsto_atTop_mono (fun t => ?_) (Tendsto.const_mul_atTop hpos tendsto_id)
    have hc : k / 2 * t ≤ Real.cosh (k * t) := by
      rw [Real.cosh_eq]
      linarith [Real.add_one_le_exp (k * t), Real.exp_pos (-(k * t))]
    rw [norm_smul, norm_mul, Real.norm_eq_abs, Real.norm_eq_abs,
      abs_of_pos (Real.cosh_pos (k * t))]
    have h := mul_le_mul_of_nonneg_left hc
      (mul_nonneg (abs_nonneg a) (norm_nonneg (displacement m e)))
    simp only [id]
    linarith
```

## The Hessian and the energy along a mode

Up to here Φ was any real matrix. It now becomes the matrix of second derivatives of E at x₀.

```lean
variable [DecidableEq ι]

/-- The force-constant matrix: second derivatives of the energy `E` at the configuration `x₀`. -/
def forceConstants (E : (ι → ℝ) → ℝ) (x₀ : ι → ℝ) : Matrix ι ι ℝ :=
  Matrix.of fun i j => fderiv ℝ (fderiv ℝ E) x₀ (Pi.single i 1) (Pi.single j 1)
```

Expanding w in unit vectors identifies w·Φw with the second derivative in the direction w.

```lean
/-- The quadratic form of the force constants is the second derivative of the energy. -/
theorem forceConstants_quadratic (E : (ι → ℝ) → ℝ) (x₀ w : ι → ℝ) :
    w ⬝ᵥ (forceConstants E x₀ *ᵥ w) = fderiv ℝ (fderiv ℝ E) x₀ w w := by
  have hw : w = ∑ i, w i • (Pi.single i (1 : ℝ) : ι → ℝ) := by
    ext j
    simp [Finset.sum_apply, Pi.single_apply]
  have h : ∀ L : (ι → ℝ) →L[ℝ] ℝ, L w = ∑ j, w j * L (Pi.single j 1) := by
    intro L
    conv_lhs => rw [hw]
    simp only [map_sum, map_smul, smul_eq_mul]
  have h1 := h ((fderiv ℝ (fderiv ℝ E) x₀).flip w)
  simp only [ContinuousLinearMap.flip_apply] at h1
  rw [h1]
  simp only [dotProduct, Matrix.mulVec, forceConstants, Matrix.of_apply]
  refine Finset.sum_congr rfl fun i _ => ?_
  rw [h (fderiv ℝ (fderiv ℝ E) x₀ (Pi.single i 1))]
  congr 1
  exact Finset.sum_congr rfl fun j _ => mul_comm _ _
```

The parabola bound follows the argument for h above: `h1` and `h2` differentiate E along the line, `h3` and `h4` do the same for h, and `hmin` is the second-derivative test.

```lean
/-- At a stationary point, if `w · Φ w < -2c`, the energy along `w` lies on or below the
parabola `E(x₀) - c t²` for small `t`. -/
theorem energy_le_parabola {E : (ι → ℝ) → ℝ} {x₀ w : ι → ℝ} {c : ℝ}
    (hE : ContDiff ℝ 2 E) (hgrad : fderiv ℝ E x₀ = 0)
    (hc : w ⬝ᵥ (forceConstants E x₀ *ᵥ w) < -2 * c) :
    ∀ᶠ t in 𝓝 (0 : ℝ), E (x₀ + t • w) ≤ E x₀ - c * t ^ 2 := by
  rw [forceConstants_quadratic] at hc
  have hl : ∀ t : ℝ, HasDerivAt (fun s : ℝ => x₀ + s • w) w t := fun t =>
    (((hasDerivAt_id' t).smul_const w).const_add x₀).congr_deriv (one_smul ℝ w)
  have h1 : ∀ t : ℝ, HasDerivAt (fun s : ℝ => E (x₀ + s • w))
      (fderiv ℝ E (x₀ + t • w) w) t := fun t =>
    ((hE.differentiable (by norm_num)) (x₀ + t • w)).hasFDerivAt.comp_hasDerivAt t (hl t)
  have hF : ContDiff ℝ 1 (fderiv ℝ E) :=
    hE.fderiv_right one_add_one_eq_two.le
  have h2 : HasDerivAt (fun s : ℝ => fderiv ℝ E (x₀ + s • w) w)
      (fderiv ℝ (fderiv ℝ E) x₀ w w) 0 := by
    have h := ((hF.differentiable (by norm_num)) x₀).hasFDerivAt.comp_hasDerivAt_of_eq
      (0 : ℝ) (hl 0) (by simp)
    exact (ContinuousLinearMap.apply ℝ ℝ w).hasFDerivAt.comp_hasDerivAt (0 : ℝ) h
  -- second-derivative test for the energy drop minus the parabola
  have h3 : ∀ t : ℝ, HasDerivAt (fun s : ℝ => -E (x₀ + s • w) - c * s ^ 2)
      (-(fderiv ℝ E (x₀ + t • w) w) - c * (2 * t)) t := fun t =>
    ((h1 t).fun_neg.fun_sub ((hasDerivAt_pow 2 t).const_mul c)).congr_deriv (by norm_num)
  have hder : deriv (fun s : ℝ => -E (x₀ + s • w) - c * s ^ 2) =
      fun t => -(fderiv ℝ E (x₀ + t • w) w) - c * (2 * t) := funext fun t => (h3 t).deriv
  have h4 : HasDerivAt (fun t : ℝ => -(fderiv ℝ E (x₀ + t • w) w) - c * (2 * t))
      (-(fderiv ℝ (fderiv ℝ E) x₀ w w) - c * 2) 0 :=
    (h2.fun_neg.fun_sub (((hasDerivAt_id' (0 : ℝ)).const_mul 2).const_mul c)).congr_deriv
      (by ring)
  have hmin : IsLocalMin (fun s : ℝ => -E (x₀ + s • w) - c * s ^ 2) 0 :=
    isLocalMin_of_deriv_deriv_pos (by rw [hder, h4.deriv]; linarith)
      (by rw [hder]; simp [hgrad]) (h3 0).continuousAt
  have hev : ∀ᶠ t in 𝓝 (0 : ℝ), -E (x₀ + (0 : ℝ) • w) - c * 0 ^ 2 ≤
      -E (x₀ + t • w) - c * t ^ 2 := hmin
  filter_upwards [hev] with t ht
  rw [zero_smul, add_zero] at ht
  linarith
```

Choosing c = −μ e·e/4 makes the drop strict. The filter `𝓝[≠] 0` means "for all sufficiently small nonzero t".

```lean
/-- At a stationary point, a small nonzero displacement along a mode with negative eigenvalue
strictly lowers the energy. -/
theorem negative_mode_lowers_energy {E : (ι → ℝ) → ℝ} {x₀ m e : ι → ℝ} {μ : ℝ}
    (hE : ContDiff ℝ 2 E) (hgrad : fderiv ℝ E x₀ = 0) (hm : ∀ i, 0 < m i) (he : e ≠ 0)
    (hμ : μ < 0) (hD : dynamicalMatrix m (forceConstants E x₀) *ᵥ e = μ • e) :
    ∀ᶠ t in 𝓝[≠] (0 : ℝ), E (x₀ + t • displacement m e) < E x₀ := by
  have hee : 0 < e ⬝ᵥ e := lt_of_le_of_ne
    (Finset.sum_nonneg fun i _ => mul_self_nonneg (e i))
    (fun h => he (dotProduct_self_eq_zero.mp h.symm))
  have hp : 0 < -μ * (e ⬝ᵥ e) := mul_pos (neg_pos.mpr hμ) hee
  have h := energy_le_parabola (w := displacement m e) (c := -μ * (e ⬝ᵥ e) / 4) hE hgrad
    (by rw [mode_curvature hm hD]; linarith)
  filter_upwards [h.filter_mono nhdsWithin_le_nhds, self_mem_nhdsWithin] with t ht h0
  have hne : t ≠ 0 := h0
  have ht2 : 0 < t ^ 2 := by positivity
  have := mul_pos (div_pos hp (by norm_num : (0 : ℝ) < 4)) ht2
  linarith
```

At a local minimum the gradient vanishes, and a negative eigenvalue would produce nearby points of lower energy.

```lean
/-- At a local minimum of the energy every eigenvalue of the dynamical matrix is nonnegative. -/
theorem eigenvalue_nonneg_of_isLocalMin {E : (ι → ℝ) → ℝ} {x₀ m e : ι → ℝ} {μ : ℝ}
    (hE : ContDiff ℝ 2 E) (hmin : IsLocalMin E x₀) (hm : ∀ i, 0 < m i) (he : e ≠ 0)
    (hD : dynamicalMatrix m (forceConstants E x₀) *ᵥ e = μ • e) : 0 ≤ μ := by
  by_contra hμ
  have hlow := negative_mode_lowers_energy hE hmin.fderiv_eq_zero hm he (not_le.mp hμ) hD
  have hcont : Continuous (fun t : ℝ => x₀ + t • displacement m e) := by fun_prop
  have hc := hcont.tendsto 0
  simp only [zero_smul, add_zero] at hc
  have hev : ∀ᶠ y in 𝓝 x₀, E x₀ ≤ E y := hmin
  obtain ⟨t, h1, h2⟩ :=
    (hlow.and ((hc.eventually hev).filter_mono nhdsWithin_le_nhds)).exists
  exact absurd h1 (not_lt_of_ge h2)
```

The last theorem joins the two consequences for μ = −k².

```lean
/-- At a stationary point, a mode with eigenvalue `-k²` lowers the energy for all small nonzero
displacements, and for every nonzero amplitude `a cosh(kt) w` is an unbounded harmonic motion. -/
theorem imaginary_frequency_instability {E : (ι → ℝ) → ℝ} {x₀ m e : ι → ℝ} {k : ℝ}
    (hE : ContDiff ℝ 2 E) (hgrad : fderiv ℝ E x₀ = 0) (hm : ∀ i, 0 < m i) (he : e ≠ 0)
    (hk : 0 < k) (hD : dynamicalMatrix m (forceConstants E x₀) *ᵥ e = (-k ^ 2) • e) :
    (∀ᶠ t in 𝓝[≠] (0 : ℝ), E (x₀ + t • displacement m e) < E x₀) ∧
    ∀ a : ℝ, a ≠ 0 →
      IsHarmonicMotion m (forceConstants E x₀)
        (fun t => (a * Real.cosh (k * t)) • displacement m e) ∧
      Tendsto (fun t => ‖(a * Real.cosh (k * t)) • displacement m e‖) atTop atTop :=
  ⟨negative_mode_lowers_energy hE hgrad hm he (neg_lt_zero.mpr (pow_pos hk 2)) hD,
    fun _ ha => runaway_motion hm he hk ha hD⟩

end

end DynamicalMatrixInstability
```

```lean
#print axioms DynamicalMatrixInstability.negative_mode_lowers_energy
-- 'DynamicalMatrixInstability.negative_mode_lowers_energy' depends on axioms: [propext, Classical.choice, Quot.sound]
#print axioms DynamicalMatrixInstability.eigenvalue_nonneg_of_isLocalMin
-- 'DynamicalMatrixInstability.eigenvalue_nonneg_of_isLocalMin' depends on axioms: [propext, Classical.choice, Quot.sound]
#print axioms DynamicalMatrixInstability.imaginary_frequency_instability
-- 'DynamicalMatrixInstability.imaginary_frequency_instability' depends on axioms: [propext, Classical.choice, Quot.sound]
```

## Harmonic growth and the full dynamics

The hypothesis `ContDiff ℝ 2 E` demands smoothness everywhere, an idealisation for nuclei that repel with a Coulomb singularity. The matrices are real, so complex dynamical matrices at general wavevectors are not covered. Nor is E derived from an electronic-structure method.

The motion could also have been modelled by Newton's equation M x″ = −∇E(x) on the full energy surface. Then x₀ + a cosh(kt) w would in general not be a solution, and unboundedness could fail: in the double well E(x) = −x²/2 + x⁴/4, a particle released from rest near the top stays bounded. The energy statement would be unchanged.
